# With polarization pinned to zero outside, a harmonic layer model with an unstable bulk has a finite critical thickness

I describe a ferroelectric film by one polarization value per layer. Neighbouring layers are coupled by a stiffness c > 0, and a local term −a with a > 0 makes the unpolarized bulk unstable towards a uniform polarization. If I force the polarization to vanish just outside the film, a thin film seems to become stable again. Is there a sharp number of layers at which the instability returns? And how can I be sure that no profile other than the smooth half-wave goes unstable first?

## The half-wave always goes soft first

Yes, the number is sharp. A film of N ≥ 1 layers has a negative force-constant eigenvalue exactly when

a > 4c sin²(π/(2(N+1))).

For 0 < a ≤ 4c this happens exactly when N is at least

⌊π/(2 arcsin √(a/(4c))) − 1⌋ + 1.

No profile can beat the half-wave, because its eigenvalue is the lowest one.

### From the pinned walls to the critical number of layers

Let u(n) be the polarization of layer n = 1, …, N, with u(0) = u(N+1) = 0. The force-constant matrix K has 2c − a on the diagonal and −c between neighbours, so

(Ku)(n) = (2c − a) u(n) − c [u(n−1) + u(n+1)].

At the two surfaces the missing neighbour is a pinned site and contributes zero. Multiply by u(n) and sum over the layers. Each product u(n)u(n+1) occurs twice, and the end values vanish, so the squares can be completed:

u·Ku = c Σ [u(n+1) − u(n)]² − a Σ u(n)².

The first sum runs over n = 0, …, N and includes the two bonds to the walls; the second runs over the layers. A uniformly polarized bulk pays no gradient energy, whereas every nonzero profile in a pinned film does.

Now set θ = π/(N+1) and v(n) = sin(nθ). This half-wave vanishes at 0 and N+1 and is positive in between. The addition formulas give

v(n−1) + v(n+1) = 2 cos θ v(n),

and therefore

Kv = (2c − 2c cos θ − a) v = (4c sin²(θ/2) − a) v.

To see that no eigenvalue is lower, let Kx = μx with x ≠ 0, and continue x by zero to the walls. Let t be the largest value of |x(n)|/v(n) over the layers, reached at layer m. Then t > 0, and |x(n)| ≤ t v(n) at every site from 0 to N+1. The eigenvalue equation at m reads

(2c − a − μ) x(m) = c [x(m−1) + x(m+1)].

Taking moduli and using the triangle inequality,

(2c − a − μ) |x(m)| ≤ c t [v(m−1) + v(m+1)] = 2c cos θ t v(m) = 2c cos θ |x(m)|.

Dividing by |x(m)| > 0 gives μ ≥ 4c sin²(θ/2) − a. A negative eigenvalue therefore exists exactly when the half-wave has one, which is the criterion.

For 0 < a ≤ 4c, put φ = arcsin √(a/(4c)). The sine increases on [0, π/2], so the criterion becomes π/(2(N+1)) < φ, or

N > π/(2φ) − 1.

The smallest such integer is the critical number above. For a = c one has φ = π/6 and the bound is N > 2: two layers are marginal, with a zero eigenvalue, and three are unstable. For a > 2c even a single layer is unstable, so the pinning then stabilizes no film.

### What the Lean statements say about the film

`filmMatrix N c a` is K. Its index type `Fin N` starts at 0, so index `i` is layer n = i + 1, and a profile enters as `u ((j : ℕ) + 1)`. `halfWave N n` uses the site number n directly.

`IsUnstable N c a` says that there are a real μ < 0 and a nonzero real vector x with Kx = μx. Real vectors suffice because K is real and symmetric. `isUnstable_iff` is the criterion, for N ≥ 1, c > 0 and any real a. `isUnstable_iff_criticalLayers_le` is the thickness statement, for N ≥ 1, c > 0 and 0 < a ≤ 4c, with `criticalLayers c a` as the explicit number.

The constants are postulated: c stands for the cost of a polarization difference between adjacent layers, and a for the local softening that drives the bulk transition. Neither depends on thickness or on position in the film. The model has one polarization component, uniform within each layer, and no depolarizing field, strain, temperature or anharmonic term. It locates the instability but does not give the polarization that develops beyond it. The pinning is likewise an assumption about the surroundings.

A program that builds and diagonalizes force-constant matrices of slabs can be tested on this model, provided that it does not reset the diagonal by an acoustic sum rule: with c > 0 and pinned ends, the lowest eigenvalue must be 4c sin²(π/(2(N+1))) − a.

```lean
import Mathlib

open Matrix
open scoped Real

namespace FerroelectricFilm

noncomputable section

/-- The force-constant matrix of a film of `N` layers: diagonal `2c - a`, and `-c` between
neighbouring layers. -/
def filmMatrix (N : ℕ) (c a : ℝ) : Matrix (Fin N) (Fin N) ℝ :=
  Matrix.of fun i j => (if (i : ℕ) = j then 2 * c - a else 0)
    - (if (i : ℕ) + 1 = j then c else 0) - (if (j : ℕ) + 1 = i then c else 0)

/-- The film is unstable when its force-constant matrix has a negative eigenvalue. -/
def IsUnstable (N : ℕ) (c a : ℝ) : Prop :=
  ∃ μ : ℝ, μ < 0 ∧ ∃ x : Fin N → ℝ, x ≠ 0 ∧ filmMatrix N c a *ᵥ x = μ • x

/-- The half-wave `sin (π n / (N + 1))`, with the layers at `n = 1, ..., N`. -/
def halfWave (N n : ℕ) : ℝ := Real.sin (n * (π / (N + 1)))

/-- The critical number of layers, for `c > 0` and `0 < a ≤ 4c`. -/
def criticalLayers (c a : ℝ) : ℕ :=
  ⌊π / (2 * Real.arcsin (√(a / (4 * c)))) - 1⌋₊ + 1

/-- On a polarization profile pinned to zero at sites `0` and `N + 1`, the matrix acts in every
layer as the lattice operator with two neighbours. -/
theorem film_mulVec {N : ℕ} (c a : ℝ) (u : ℕ → ℝ) (h0 : u 0 = 0) (hN : u (N + 1) = 0)
    (i : Fin N) :
    (filmMatrix N c a *ᵥ (fun j : Fin N => u ((j : ℕ) + 1))) i
      = (2 * c - a) * u ((i : ℕ) + 1) - c * (u (i : ℕ) + u ((i : ℕ) + 2)) := by
  obtain ⟨i, hi⟩ := i
  have e : (filmMatrix N c a *ᵥ (fun j : Fin N => u ((j : ℕ) + 1))) ⟨i, hi⟩
      = ∑ j ∈ Finset.range N, ((if i = j then 2 * c - a else 0)
        - (if i + 1 = j then c else 0) - (if j + 1 = i then c else 0)) * u (j + 1) :=
    Fin.sum_univ_eq_sum_range (fun j : ℕ => ((if i = j then 2 * c - a else 0)
        - (if i + 1 = j then c else 0) - (if j + 1 = i then c else 0)) * u (j + 1)) N
  have h1 : ∑ j ∈ Finset.range N, (if i = j then 2 * c - a else 0) * u (j + 1)
      = (2 * c - a) * u (i + 1) := by
    simp only [ite_mul, zero_mul, Finset.sum_ite_eq, Finset.mem_range, hi, ↓reduceIte]
  -- at the two surfaces the missing neighbour is a pinned site
  have h2 : ∑ j ∈ Finset.range N, (if i + 1 = j then c else 0) * u (j + 1)
      = c * u (i + 2) := by
    simp only [ite_mul, zero_mul, Finset.sum_ite_eq, Finset.mem_range]
    split_ifs with h
    · rfl
    · have h' : i + 2 = N + 1 := by omega
      rw [h', hN, mul_zero]
  have h3 : ∑ j ∈ Finset.range N, (if j + 1 = i then c else 0) * u (j + 1) = c * u i := by
    cases i with
    | zero => simp [h0]
    | succ k =>
      have hk : k < N := by omega
      simp only [add_left_inj, ite_mul, zero_mul, Finset.sum_ite_eq', Finset.mem_range, hk,
        ↓reduceIte]
  rw [e]
  show _ = (2 * c - a) * u (i + 1) - c * (u i + u (i + 2))
  simp only [sub_mul, Finset.sum_sub_distrib]
  rw [h1, h2, h3]
  ring

/-- For a profile pinned to zero at sites `0` and `N + 1`, the quadratic form of the matrix is the
gradient energy of all `N + 1` bonds minus the local softening term. -/
theorem film_energy {N : ℕ} (c a : ℝ) (u : ℕ → ℝ) (h0 : u 0 = 0) (hN : u (N + 1) = 0) :
    (fun j : Fin N => u ((j : ℕ) + 1)) ⬝ᵥ
        (filmMatrix N c a *ᵥ (fun j : Fin N => u ((j : ℕ) + 1)))
      = c * ∑ i ∈ Finset.range (N + 1), (u (i + 1) - u i) ^ 2
        - a * ∑ i ∈ Finset.range N, u (i + 1) ^ 2 := by
  -- summation by parts, with its boundary term
  have aux : ∀ n : ℕ, ∑ i ∈ Finset.range n,
      u (i + 1) * ((2 * c - a) * u (i + 1) - c * (u i + u (i + 2)))
      = c * ∑ i ∈ Finset.range (n + 1), (u (i + 1) - u i) ^ 2
        - a * ∑ i ∈ Finset.range n, u (i + 1) ^ 2 + c * u (n + 1) * (u n - u (n + 1)) := by
    intro n
    induction n with
    | zero =>
      simp only [Finset.sum_range_zero, zero_add, Finset.sum_range_one, h0]
      ring
    | succ n ih =>
      have s1 := Finset.sum_range_succ (fun i => (u (i + 1) - u i) ^ 2) (n + 1)
      have s2 := Finset.sum_range_succ (fun i => u (i + 1) ^ 2) n
      rw [Finset.sum_range_succ, ih, s1, s2]
      ring
  simp only [dotProduct, film_mulVec c a u h0 hN]
  rw [Fin.sum_univ_eq_sum_range
    (fun i : ℕ => u (i + 1) * ((2 * c - a) * u (i + 1) - c * (u i + u (i + 2)))) N, aux, hN]
  ring

/-- The half-wave is positive in every layer of the film. -/
theorem halfWave_pos {N n : ℕ} (h : 0 < n) (hn : n < N + 1) : 0 < halfWave N n := by
  have h' : (0 : ℝ) < n := by exact_mod_cast h
  have hn' : (n : ℝ) < N + 1 := by exact_mod_cast hn
  apply Real.sin_pos_of_pos_of_lt_pi
  · positivity
  · rw [← mul_div_assoc, div_lt_iff₀ (by positivity)]
    nlinarith [mul_lt_mul_of_pos_left hn' Real.pi_pos]

/-- The half-wave vanishes at both pinned sites, `0` and `N + 1`. -/
theorem halfWave_pinned (N : ℕ) : halfWave N 0 = 0 ∧ halfWave N (N + 1) = 0 := by
  have hne : (N : ℝ) + 1 ≠ 0 := by positivity
  constructor
  · simp [halfWave]
  · have h : ((N + 1 : ℕ) : ℝ) * (π / (N + 1)) = π := by
      push_cast
      exact mul_div_cancel₀ π hne
    rw [halfWave, h, Real.sin_pi]

/-- The discrete second difference of the half-wave is proportional to the half-wave. -/
theorem halfWave_step (N n : ℕ) :
    2 * halfWave N (n + 1) - halfWave N n - halfWave N (n + 2)
      = 4 * Real.sin (π / (2 * (N + 1))) ^ 2 * halfWave N (n + 1) := by
  have hθ : Real.cos (π / (N + 1)) = 1 - 2 * Real.sin (π / (2 * (N + 1))) ^ 2 := by
    rw [show π / ((N : ℝ) + 1) = 2 * (π / (2 * ((N : ℝ) + 1))) by field_simp,
      Real.cos_two_mul, Real.cos_sq']
    ring
  have e0 : Real.sin (n * (π / (N + 1))) = Real.sin ((n + 1) * (π / (N + 1)))
      * Real.cos (π / (N + 1)) - Real.cos ((n + 1) * (π / (N + 1))) * Real.sin (π / (N + 1)) := by
    rw [← Real.sin_sub]
    congr 1
    ring
  have e2 : Real.sin ((n + 2) * (π / (N + 1))) = Real.sin ((n + 1) * (π / (N + 1)))
      * Real.cos (π / (N + 1)) + Real.cos ((n + 1) * (π / (N + 1))) * Real.sin (π / (N + 1)) := by
    rw [← Real.sin_add]
    congr 1
    ring
  unfold halfWave
  push_cast
  linear_combination -e0 - e2 - 2 * Real.sin ((n + 1) * (π / (N + 1))) * hθ

/-- The half-wave satisfies the eigenvalue equation of the film with eigenvalue
`4c sin² (π / (2(N + 1))) - a`. -/
theorem halfWave_mode (N : ℕ) (c a : ℝ) :
    filmMatrix N c a *ᵥ (fun j : Fin N => halfWave N ((j : ℕ) + 1))
      = (4 * c * Real.sin (π / (2 * (N + 1))) ^ 2 - a) •
        (fun j : Fin N => halfWave N ((j : ℕ) + 1)) := by
  funext i
  rw [film_mulVec c a (halfWave N) (halfWave_pinned N).1 (halfWave_pinned N).2 i]
  simp only [Pi.smul_apply, smul_eq_mul]
  linear_combination c * halfWave_step N i

/-- For `c > 0`, no eigenvalue of the film lies below that of the half-wave. -/
theorem eigenvalue_ge {N : ℕ} {c a μ : ℝ} (hc : 0 < c) {x : Fin N → ℝ} (hx0 : x ≠ 0)
    (hx : filmMatrix N c a *ᵥ x = μ • x) :
    4 * c * Real.sin (π / (2 * (N + 1))) ^ 2 - a ≤ μ := by
  -- continue the eigenvector by zero outside the film
  obtain ⟨u, h0, hN, rfl⟩ : ∃ u : ℕ → ℝ, u 0 = 0 ∧ u (N + 1) = 0 ∧
      x = fun j : Fin N => u ((j : ℕ) + 1) := by
    refine ⟨fun n => if h : n - 1 < N ∧ 0 < n then x ⟨n - 1, h.1⟩ else 0, ?_, ?_, ?_⟩
    · simp
    · simp
    · funext j
      simp
  obtain ⟨j, hj⟩ := Function.ne_iff.mp hx0
  have hj' : u ((j : ℕ) + 1) ≠ 0 := hj
  have : Nonempty (Fin N) := ⟨j⟩
  -- the layer where the eigenvector is largest relative to the half-wave
  obtain ⟨i, hi⟩ := Finite.exists_max
    (fun k : Fin N => |u ((k : ℕ) + 1)| / halfWave N ((k : ℕ) + 1))
  have hiN := i.isLt
  have hjN := j.isLt
  obtain ⟨t, ht⟩ : ∃ t, t = |u ((i : ℕ) + 1)| / halfWave N ((i : ℕ) + 1) := ⟨_, rfl⟩
  have hvi : 0 < halfWave N ((i : ℕ) + 1) := halfWave_pos (by omega) (by omega)
  have hvj : 0 < halfWave N ((j : ℕ) + 1) := halfWave_pos (by omega) (by omega)
  have hui : |u ((i : ℕ) + 1)| = t * halfWave N ((i : ℕ) + 1) := by
    rw [ht, div_mul_cancel₀ _ hvi.ne']
  have bound : ∀ n : ℕ, n ≤ N + 1 → |u n| ≤ t * halfWave N n := by
    intro n hn
    cases n with
    | zero => rw [h0, (halfWave_pinned N).1]; simp
    | succ k =>
      rcases Nat.lt_or_ge k N with hk | hk
      · rw [← div_le_iff₀ (halfWave_pos (by omega) (by omega)), ht]
        exact hi ⟨k, hk⟩
      · have hkN : k = N := by omega
        rw [hkN, hN, (halfWave_pinned N).2]; simp
  have htp : 0 < t := by
    by_contra h
    have h1 := bound ((j : ℕ) + 1) (by omega)
    have h2 := abs_pos.mpr hj'
    nlinarith [mul_nonneg (neg_nonneg.mpr (not_lt.mp h)) hvj.le]
  have hpos : 0 < |u ((i : ℕ) + 1)| := by rw [hui]; exact mul_pos htp hvi
  -- the eigenvalue equation in that layer
  have he := congrFun hx i
  rw [film_mulVec c a u h0 hN i] at he
  simp only [Pi.smul_apply, smul_eq_mul] at he
  have hsum : (2 * c - a - μ) * u ((i : ℕ) + 1) = c * (u (i : ℕ) + u ((i : ℕ) + 2)) := by
    linear_combination he
  have key : (2 * c - a - μ) * |u ((i : ℕ) + 1)|
      ≤ (2 * c - 4 * c * Real.sin (π / (2 * (N + 1))) ^ 2) * |u ((i : ℕ) + 1)| := by
    calc (2 * c - a - μ) * |u ((i : ℕ) + 1)|
        ≤ |(2 * c - a - μ) * u ((i : ℕ) + 1)| := by
          rw [abs_mul]
          exact mul_le_mul_of_nonneg_right (le_abs_self _) (abs_nonneg _)
      _ = c * |u (i : ℕ) + u ((i : ℕ) + 2)| := by rw [hsum, abs_mul, abs_of_pos hc]
      _ ≤ c * (|u (i : ℕ)| + |u ((i : ℕ) + 2)|) :=
          mul_le_mul_of_nonneg_left (abs_add_le _ _) hc.le
      _ ≤ c * (t * halfWave N i + t * halfWave N ((i : ℕ) + 2)) :=
          mul_le_mul_of_nonneg_left
            (add_le_add (bound _ (by omega)) (bound _ (by omega))) hc.le
      _ = _ := by
          rw [hui]
          linear_combination (-(c * t)) * halfWave_step N i
  have := le_of_mul_le_mul_right key hpos
  linarith

/-- A film of `N ≥ 1` layers with `c > 0` is unstable exactly when
`a > 4c sin² (π / (2(N + 1)))`. -/
theorem isUnstable_iff {N : ℕ} (hN : 1 ≤ N) {c : ℝ} (hc : 0 < c) (a : ℝ) :
    IsUnstable N c a ↔ 4 * c * Real.sin (π / (2 * (N + 1))) ^ 2 < a := by
  constructor
  · rintro ⟨μ, hμ, x, hx0, hx⟩
    linarith [eigenvalue_ge hc hx0 hx]
  · intro h
    refine ⟨_, by linarith, _, fun h0 => ?_, halfWave_mode N c a⟩
    exact (halfWave_pos (N := N) (n := 0 + 1) (by omega) (by omega)).ne'
      (congrFun h0 ⟨0, hN⟩)

/-- For `c > 0` and `0 < a ≤ 4c`, a film of `N ≥ 1` layers is unstable exactly when it has at
least the critical number of layers. -/
theorem isUnstable_iff_criticalLayers_le {N : ℕ} (hN : 1 ≤ N) {c a : ℝ} (hc : 0 < c)
    (ha : 0 < a) (hac : a ≤ 4 * c) : IsUnstable N c a ↔ criticalLayers c a ≤ N := by
  have hπ := Real.pi_pos
  have hr0 : 0 < √(a / (4 * c)) := Real.sqrt_pos.mpr (by positivity)
  have hr1 : √(a / (4 * c)) ≤ 1 := by
    rw [Real.sqrt_le_one, div_le_one (by positivity)]
    exact hac
  have hA : 0 < Real.arcsin (√(a / (4 * c))) := Real.arcsin_pos.mpr hr0
  have hx : 0 ≤ π / (2 * Real.arcsin (√(a / (4 * c)))) - 1 := by
    rw [sub_nonneg, le_div_iff₀ (by positivity)]
    linarith [Real.arcsin_le_pi_div_two (√(a / (4 * c)))]
  have hφ0 : 0 ≤ π / (2 * ((N : ℝ) + 1)) := by positivity
  have hφ1 : π / (2 * ((N : ℝ) + 1)) ≤ π / 2 := by
    rw [div_le_div_iff₀ (by positivity) (by norm_num)]
    nlinarith [mul_nonneg hπ.le (Nat.cast_nonneg (α := ℝ) N)]
  have hs : 0 ≤ Real.sin (π / (2 * ((N : ℝ) + 1))) :=
    Real.sin_nonneg_of_nonneg_of_le_pi hφ0 (by linarith)
  -- invert the sine on the interval from 0 to π/2
  have h1 : 4 * c * Real.sin (π / (2 * ((N : ℝ) + 1))) ^ 2 < a
      ↔ π / (2 * ((N : ℝ) + 1)) < Real.arcsin (√(a / (4 * c))) := by
    rw [Real.lt_arcsin_iff_sin_lt ⟨by linarith, hφ1⟩ ⟨by linarith, hr1⟩, Real.lt_sqrt hs,
      lt_div_iff₀ (by positivity), mul_comm]
  rw [isUnstable_iff hN hc, h1, criticalLayers, Nat.add_one_le_iff, Nat.floor_lt hx,
    sub_lt_iff_lt_add, div_lt_iff₀ (by positivity), div_lt_iff₀ (by positivity)]
  constructor <;> intro h <;> nlinarith

end

end FerroelectricFilm
```

```lean
#print axioms FerroelectricFilm.film_energy
#print axioms FerroelectricFilm.isUnstable_iff_criticalLayers_le
```

```
'FerroelectricFilm.film_energy' depends on axioms: [propext, Classical.choice, Quot.sound]
'FerroelectricFilm.isUnstable_iff_criticalLayers_le' depends on axioms: [propext, Classical.choice, Quot.sound]
```

### How the lemmas carry the argument

`film_mulVec` proves the layer equation. It splits the matrix row into three sums, `h1`, `h2` and `h3`, for the diagonal and the two neighbours; the pinned values are used where a neighbour is missing. `film_energy` proves the energy identity by induction on the number of layers, carrying a boundary term that vanishes at the far wall. The later theorems do not use it; it confirms that the matrix describes pinning to zero outside.

`halfWave_pos` and `halfWave_pinned` give the sign and the zeros of the half-wave. `halfWave_step` is the trigonometric identity: `e0` and `e2` are the addition formulas, `hθ` is the half-angle formula, and `linear_combination` adds them up. `halfWave_mode` inserts this into the layer equation.

`eigenvalue_ge` is the comparison argument. It first continues the eigenvector by zero, and `Finite.exists_max` then picks the layer m, called `i` in the code. The step `bound` is |x(n)| ≤ t v(n), walls included, `htp` is t > 0, and the `calc` block under `key` is the chain of inequalities, from which the positive factor |x(m)| is cancelled.

In `isUnstable_iff`, one direction uses this bound and the other supplies the half-wave, which is nonzero because its first layer is positive. In the last theorem, `h1` inverts the sine, and `Nat.floor_lt` turns the strict inequality for N into the floor formula.

### Free surfaces, and a negative coupling

The same comparison settles free surfaces. Remove the two wall bonds, so that the diagonal entry loses c for each missing neighbour. The constant profile is then a positive eigenvector with eigenvalue −a, and comparing any eigenvector with it gives μ ≥ −a. Such a film is unstable for every a > 0 at every thickness N ≥ 1, so the critical thickness comes from the pinning.

When c is negative the criterion can fail, but only if a is negative too. Take N = 2, c = −1 and a = −2. The matrix has zeros on the diagonal and 1 off it, and the alternating profile (1, −1)/√2 has eigenvalue −1, so the film is unstable. The criterion would require −2 > −1. In this example the half-wave is (1, 1)/√2 up to a factor, with eigenvalue 1, so the alternating profile lies below it.
